# A spring between N-th neighbours can hide an instability from an N-point phonon mesh

A harmonic chain has springs $K>0$ between nearest neighbours and springs $-k$ between $N$-th neighbours, with $N\ge 1$. Its squared phonon frequency is nonnegative at every real wavevector if and only if $k\le K/N^2$. If $k>K/N^2$, the chain is unstable, yet at every mesh point $2\pi j/N$ the squared frequency is nonnegative and equals that of the chain without the second spring.

## A weak coupling that favours distortion

A phonon calculation often obtains dynamical matrices on a finite mesh of wavevectors and interpolates the rest of the dispersion from them. In the chain below, with unit masses and one degree of freedom per cell, each matrix is a single number, the squared frequency. A negative squared frequency means that a small distortion grows instead of oscillating. The question is whether such a mode can escape the mesh altogether.

The chain has unit masses and unit lattice spacing. The spring $K$ resists relative displacement of neighbours. For $k>0$, the spring $-k$ stands for a long-range coupling, such as one mediated by electrons, that lowers the energy when atoms $N$ cells apart move relative to each other. Here $k$ is a spring constant; the wavevector is $q$.

For displacements $u_n$, Newton's equation reads $-\ddot u_n=(\Phi u)_n$, with

$$(\Phi u)_n=K(2u_n-u_{n+1}-u_{n-1})-k(2u_n-u_{n+N}-u_{n-N}).$$

## The claims and their Lean names

The operator $\Phi$ is `forceConstants`, acting on complex displacements `u : ℤ → ℂ` of an infinite chain. The plane wave $e^{iqn}$ is `wave q n`. It has amplitude one at each site, and the eigenvalue does not depend on that choice. The function `dynamical` is the squared frequency

$$D(q)=2K(1-\cos q)-2k(1-\cos Nq),$$

and `stableBranch` is its first term.

- `forceConstants_wave`: every plane wave is an eigenmode of $\Phi$ with eigenvalue $D(q)$.
- `supercell_blind`: displacements with period $N$ feel the same forces whether or not $k$ is present.
- `eq_stableBranch_iff`: for $k\ne0$ and $N\ge1$, $D$ meets the stable branch exactly at $q=2\pi j/N$ with $j$ an integer.
- `stable_iff`: for $K>0$, $N\ge1$ and real $k$ of either sign, $D\ge0$ at all real $q$ if and only if $k\le K/N^2$.
- `missed_instability`: for $K>0$, $N\ge1$ and $k>K/N^2$, $D$ is nonnegative on the whole mesh and negative somewhere strictly between $0$ and $2\pi/N$.

The mesh contains $q=0$, and its spacing is tied to the range of the second spring: the same $N$ sets both. The model has one atom per cell, one direction of motion and no anharmonicity. The step to a real crystal is the assumption that its force constants, which combine the direct interaction between the ions with the electronic response, reduce to these two springs.

## From forces to the dispersion

For $u_n=e^{iqn}$ and any integer $m$,

$$u_{n+m}+u_{n-m}=(e^{imq}+e^{-imq})u_n=2\cos(mq)\,u_n.$$

Taking $m=1$ in the first bracket of $\Phi$ and $m=N$ in the second gives $(\Phi u)_n=D(q)u_n$.

If instead $u_{n+N}=u_n$ for all $n$, then also $u_{n-N}=u_n$. The second bracket vanishes, and $k$ drops out of the forces.

The same blindness appears in the dispersion. The difference between $D$ and the stable branch is $-2k(1-\cos Nq)$. For $k\neq0$ it vanishes exactly when $\cos Nq=1$, that is, when $q=2\pi j/N$.

## Stability up to the threshold

The half-angle formula $1-\cos x=2\sin^2(x/2)$ gives

$$D(q)=4K\sin^2\frac q2-4k\sin^2\frac{Nq}2.$$

For $k\le0$ both terms are nonnegative. For $k\ge0$ we need $|\sin Nx|\le N|\sin x|$, which follows by induction. It holds for $N=0$, and

$$|\sin(n+1)x|\le|\sin nx||\cos x|+|\cos nx||\sin x|\le|\sin nx|+|\sin x|\le(n+1)|\sin x|.$$

With $x=q/2$ and $kN^2\le K$,

$$k\sin^2\frac{Nq}2\le kN^2\sin^2\frac q2\le K\sin^2\frac q2,$$

so $D(q)\ge0$.

## A negative value above the threshold

Let $k>K/N^2$ and define

$$s=1-\frac{K}{kN^2},\qquad q=\frac{2s}{N}.$$

Then $0<s<1$, and $0<q<2\pi/N$ because $2s<2\pi$. From $\cos q\ge1-q^2/2$ and $K=(1-s)kN^2$,

$$2K(1-\cos q)\le Kq^2=(1-s)k(Nq)^2=4ks^2(1-s).$$

The other term of $D$ is $2k(1-\cos 2s)=4k\sin^2 s$. Since $\sin s>s-s^3/4>0$, squaring gives

$$\sin^2 s>s^2-\frac{s^4}2+\frac{s^6}{16}>s^2-\frac{s^4}2.$$

Together,

$$D(q)<4ks^2(1-s)-4k\left(s^2-\frac{s^4}2\right)=-2ks^3(2-s)<0.$$

The threshold also has an elastic reading: at small $q$, $D(q)\approx(K-kN^2)q^2$, so the squared sound velocity changes sign at $k=K/N^2$.

## Four mesh points, then eight

Take $K=1$, $N=4$ and $k=0.1$, above the threshold $1/16=0.0625$. A calculation at $q=0,\pi/2,\pi,3\pi/2$ returns $D=0,2,4,2$. The inverse Fourier transform to real space yields an on-site constant $2$ and nearest-neighbour constants $-1$, because the coupling to the fourth neighbours has been folded onto the site itself. Interpolation from these constants draws the curve $2(1-\cos q)$, which is nowhere negative. The true value at $q=0.1875$ is about $-0.019$.

With eight mesh points, all computed values are still nonnegative. The coupling at distance four is now resolved, however, once its folded value is shared equally between the sites at $+4$ and $-4$. The interpolated curve is then $D$ itself, and it dips below zero between the first two mesh points.

For density functional perturbation theory, this two-spring harmonic chain gives a case in which nonnegative squared frequencies on a mesh, and a smooth curve through them, coexist with an unstable crystal.

## The complete Lean file

```lean
import Mathlib

open Real

namespace MissedInstability

noncomputable section

/-- The force-constant operator of a chain of unit masses with a spring `K` between nearest
neighbours and a spring `-k` between `N`-th neighbours, acting on the displacements `u`. -/
def forceConstants (K k : ℝ) (N : ℕ) (u : ℤ → ℂ) (n : ℤ) : ℂ :=
  K * (2 * u n - u (n + 1) - u (n - 1)) - k * (2 * u n - u (n + N) - u (n - N))

/-- The plane wave of wavevector `q` on the chain, with unit lattice spacing. -/
def wave (q : ℝ) (n : ℤ) : ℂ := Complex.exp (n * q * Complex.I)

/-- The squared phonon frequency `D(q)` of the chain with both springs. -/
def dynamical (K k : ℝ) (N : ℕ) (q : ℝ) : ℝ :=
  2 * K * (1 - cos q) - 2 * k * (1 - cos (N * q))

/-- The squared phonon frequency of the chain with nearest-neighbour springs only. -/
def stableBranch (K q : ℝ) : ℝ := 2 * K * (1 - cos q)

/-- The values of a plane wave of wavevector `q` at the sites `n + m` and `n - m` add up to
`2 cos(mq)` times its value at `n`. -/
theorem wave_add_wave (q : ℝ) (n m : ℤ) :
    wave q (n + m) + wave q (n - m) = 2 * (cos (m * q) : ℂ) * wave q n := by
  have h1 : wave q (n + m) = wave q n * Complex.exp (m * q * Complex.I) := by
    unfold wave
    rw [← Complex.exp_add]
    congr 1
    push_cast
    ring
  have h2 : wave q (n - m) = wave q n * Complex.exp (-(m * q) * Complex.I) := by
    unfold wave
    rw [← Complex.exp_add]
    congr 1
    push_cast
    ring
  rw [h1, h2, Complex.ofReal_cos, Complex.cos]
  push_cast
  ring

/-- Every plane wave is an eigenmode of the force-constant operator, with eigenvalue `D(q)`. -/
theorem forceConstants_wave (K k : ℝ) (N : ℕ) (q : ℝ) (n : ℤ) :
    forceConstants K k N (wave q) n = (dynamical K k N q : ℂ) * wave q n := by
  have h1 := wave_add_wave q n 1
  have h2 := wave_add_wave q n N
  unfold forceConstants dynamical
  push_cast at h1 h2 ⊢
  rw [one_mul] at h1
  linear_combination (-(K : ℂ)) * h1 + (k : ℂ) * h2

/-- Displacements that repeat after `N` cells feel the same forces with and without the
`N`-th neighbour spring. -/
theorem supercell_blind (K k : ℝ) (N : ℕ) (u : ℤ → ℂ) (hu : ∀ n, u (n + N) = u n) (n : ℤ) :
    forceConstants K k N u n = forceConstants K 0 N u n := by
  have h := hu (n - N)
  rw [sub_add_cancel] at h
  unfold forceConstants
  rw [hu n, ← h]
  push_cast
  ring

/-- For `k ≠ 0` and `N ≥ 1`, the true dispersion meets the stable branch exactly at the mesh
points `2πj/N`. -/
theorem eq_stableBranch_iff {K k : ℝ} {N : ℕ} (hk : k ≠ 0) (hN : 1 ≤ N) (q : ℝ) :
    dynamical K k N q = stableBranch K q ↔ ∃ j : ℤ, q = 2 * π * j / N := by
  have hN' : (N : ℝ) ≠ 0 := by
    have : N ≠ 0 := by omega
    exact_mod_cast this
  unfold dynamical stableBranch
  constructor
  · intro h
    have h0 : k * (1 - cos (N * q)) = 0 := by linarith
    have h1 : cos (N * q) = 1 := by
      have := (mul_eq_zero.1 h0).resolve_left hk
      linarith
    obtain ⟨j, hj⟩ := (Real.cos_eq_one_iff _).1 h1
    exact ⟨j, by rw [eq_div_iff hN']; linarith⟩
  · rintro ⟨j, rfl⟩
    have h1 : cos (N * (2 * π * j / N)) = 1 := by
      rw [mul_div_cancel₀ _ hN', Real.cos_eq_one_iff]
      exact ⟨j, by ring⟩
    rw [h1]
    ring

/-- The sine of an `N`-fold angle is at most `N` times the sine of the angle, in magnitude. -/
theorem abs_sin_nat_mul_le (N : ℕ) (x : ℝ) : |sin (N * x)| ≤ N * |sin x| := by
  induction N with
  | zero => simp
  | succ n ih =>
    have h : ((n + 1 : ℕ) : ℝ) * x = n * x + x := by push_cast; ring
    rw [h, Real.sin_add]
    calc |sin (n * x) * cos x + cos (n * x) * sin x|
        ≤ |sin (n * x) * cos x| + |cos (n * x) * sin x| := abs_add_le _ _
      _ = |sin (n * x)| * |cos x| + |cos (n * x)| * |sin x| := by rw [abs_mul, abs_mul]
      _ ≤ |sin (n * x)| * 1 + 1 * |sin x| := by
          gcongr <;> exact Real.abs_cos_le_one _
      _ ≤ ((n + 1 : ℕ) : ℝ) * |sin x| := by push_cast; linarith

/-- The half-angle formula `1 - cos x = 2 sin²(x/2)`. -/
theorem one_sub_cos (x : ℝ) : 1 - cos x = 2 * sin (x / 2) ^ 2 := by
  have h := Real.cos_two_mul (x / 2)
  rw [show 2 * (x / 2) = x by ring] at h
  linarith [Real.sin_sq_add_cos_sq (x / 2)]

/-- For `K > 0`, `N ≥ 1` and `k > K/N²`, the squared frequency is negative at some wavevector
strictly between `0` and the first nonzero mesh point `2π/N`. -/
theorem exists_unstable {K k : ℝ} {N : ℕ} (hK : 0 < K) (hN : 1 ≤ N) (h : K / N ^ 2 < k) :
    ∃ q : ℝ, 0 < q ∧ q < 2 * π / N ∧ dynamical K k N q < 0 := by
  have hN' : (0 : ℝ) < N := by exact_mod_cast hN
  have hk : 0 < k := lt_trans (by positivity) h
  have hA : K < k * N ^ 2 := (div_lt_iff₀ (by positivity)).1 h
  have hA0 : 0 < k * (N : ℝ) ^ 2 := by positivity
  -- the excess of `k` over the threshold `K/N²`, as a fraction `s` of `k`, sets the wavevector
  obtain ⟨s, hs, hs0, hs1⟩ : ∃ s : ℝ, s * (k * N ^ 2) = k * N ^ 2 - K ∧ 0 < s ∧ s < 1 :=
    ⟨(k * N ^ 2 - K) / (k * N ^ 2), div_mul_cancel₀ _ hA0.ne',
      div_pos (by linarith) hA0, (div_lt_one hA0).2 (by linarith)⟩
  obtain ⟨q, hq⟩ : ∃ q : ℝ, N * q = 2 * s := ⟨2 * s / N, mul_div_cancel₀ _ hN'.ne'⟩
  have hq0 : 0 < q := (mul_pos_iff_of_pos_left hN').1 (by linarith)
  refine ⟨q, hq0, (lt_div_iff₀ hN').2 (by linarith [Real.pi_gt_three]), ?_⟩
  -- upper bound on the stabilising term, lower bound on the destabilising one
  have h1 : K * (1 - cos q) ≤ K * (q ^ 2 / 2) :=
    mul_le_mul_of_nonneg_left (by linarith [Real.one_sub_sq_div_two_le_cos (x := q)]) hK.le
  have hsin : s - s ^ 3 / 4 < sin s := by
    have h6 := Real.sin_gt_sub_cube hs0
    have hcube : 0 < s ^ 3 := pow_pos hs0 3
    linarith
  have hpos : 0 ≤ s - s ^ 3 / 4 := by
    have : s ^ 3 ≤ s := by
      nlinarith [mul_pos hs0 (sub_pos.2 hs1), mul_pos (mul_pos hs0 hs0) (sub_pos.2 hs1)]
    linarith
  have h2 : s ^ 2 - s ^ 4 / 2 < sin s ^ 2 := by
    nlinarith [mul_self_lt_mul_self hpos hsin, sq_nonneg (s ^ 3)]
  have h3 : k * (s ^ 2 - s ^ 4 / 2) < k * sin s ^ 2 := mul_lt_mul_of_pos_left h2 hk
  have h4 : K * q ^ 2 ≤ 4 * (k * (s ^ 2 - s ^ 4 / 2)) := by
    have e1 : K = (1 - s) * (k * N ^ 2) := by linarith
    have e2 : K * q ^ 2 = 4 * k * s ^ 2 * (1 - s) := by
      calc K * q ^ 2 = (1 - s) * k * (N * q) ^ 2 := by rw [e1]; ring
        _ = 4 * k * s ^ 2 * (1 - s) := by rw [hq]; ring
    have e3 : 0 ≤ k * s ^ 3 * (2 - s) :=
      mul_nonneg (by positivity) (by linarith)
    rw [e2]
    nlinarith [e3]
  unfold dynamical
  rw [one_sub_cos (N * q), hq, show 2 * s / 2 = s by ring]
  linarith

/-- For `K > 0` and `N ≥ 1`, the chain has no negative squared frequency at any real
wavevector if and only if `k ≤ K/N²`. -/
theorem stable_iff {K k : ℝ} {N : ℕ} (hK : 0 < K) (hN : 1 ≤ N) :
    (∀ q : ℝ, 0 ≤ dynamical K k N q) ↔ k ≤ K / N ^ 2 := by
  have hN' : (0 : ℝ) < N := by exact_mod_cast hN
  constructor
  · intro h
    by_contra hlt
    obtain ⟨q, -, -, hq⟩ := exists_unstable hK hN (not_le.1 hlt)
    exact absurd (h q) (not_le.2 hq)
  · intro h q
    have hA : k * N ^ 2 ≤ K := (le_div_iff₀ (by positivity)).1 h
    unfold dynamical
    rw [one_sub_cos q, one_sub_cos (N * q), mul_div_assoc]
    have hsq : sin (N * (q / 2)) ^ 2 ≤ N ^ 2 * sin (q / 2) ^ 2 := by
      have := pow_le_pow_left₀ (abs_nonneg _) (abs_sin_nat_mul_le N (q / 2)) 2
      rwa [mul_pow, sq_abs, sq_abs] at this
    rcases le_total k 0 with hk | hk
    · have h1 : 0 ≤ K * sin (q / 2) ^ 2 := by positivity
      have h2 : 0 ≤ -k * sin (N * (q / 2)) ^ 2 := mul_nonneg (by linarith) (sq_nonneg _)
      linarith
    · have h1 := mul_le_mul_of_nonneg_left hsq hk
      have h2 := mul_le_mul_of_nonneg_right hA (sq_nonneg (sin (q / 2)))
      linarith

/-- For `K > 0`, `N ≥ 1` and `k > K/N²`, every mesh point `2πj/N` shows the nonnegative value
of the stable branch, yet the squared frequency is negative somewhere between `0` and `2π/N`. -/
theorem missed_instability {K k : ℝ} {N : ℕ} (hK : 0 < K) (hN : 1 ≤ N) (h : K / N ^ 2 < k) :
    (∀ j : ℤ, dynamical K k N (2 * π * j / N) = stableBranch K (2 * π * j / N) ∧
      0 ≤ dynamical K k N (2 * π * j / N)) ∧
    ∃ q : ℝ, 0 < q ∧ q < 2 * π / N ∧ dynamical K k N q < 0 := by
  have hk : 0 < k := lt_of_le_of_lt (by positivity) h
  refine ⟨fun j => ?_, exists_unstable hK hN h⟩
  have e := (eq_stableBranch_iff (K := K) hk.ne' hN (2 * π * j / N)).2 ⟨j, rfl⟩
  refine ⟨e, ?_⟩
  rw [e]
  exact mul_nonneg (by positivity) (by linarith [Real.cos_le_one (2 * π * j / N)])

end

end MissedInstability
```

```lean
#print axioms MissedInstability.forceConstants_wave
#print axioms MissedInstability.supercell_blind
#print axioms MissedInstability.stable_iff
#print axioms MissedInstability.missed_instability
```

```
'MissedInstability.forceConstants_wave' depends on axioms: [propext, Classical.choice, Quot.sound]
'MissedInstability.supercell_blind' depends on axioms: [propext, Classical.choice, Quot.sound]
'MissedInstability.stable_iff' depends on axioms: [propext, Classical.choice, Quot.sound]
'MissedInstability.missed_instability' depends on axioms: [propext, Classical.choice, Quot.sound]
```

## How the Lean steps carry the argument

`wave_add_wave` factors the two displaced waves with the addition rule for exponentials and recombines them as a cosine. `forceConstants_wave` uses it at `m = 1` and `m = N`; `linear_combination` adds the two identities with weights $-K$ and $k$. In `supercell_blind`, the periodicity hypothesis is applied at `n` and at `n - N`, which removes both distant neighbours.

`eq_stableBranch_iff` cancels the nonzero $k$ and then uses Mathlib's description of the angles at which the cosine equals one. The lemma `abs_sin_nat_mul_le` is the induction above, with the chain of inequalities written as a `calc` block, and `one_sub_cos` is the half-angle formula.

`exists_unstable` contains the explicit estimate. It introduces `s` through the equation $s\,kN^2=kN^2-K$ and `q` through $Nq=2s$, so that the estimates `h1` to `h4` involve no division by $k$ or $N$. Its intermediate results correspond to the derivation as follows:

- `h1` bounds the stabilising term through the cosine inequality.
- `hsin` is the cubic lower bound on the sine, and `hpos` makes its left side nonnegative so that it can be squared.
- `h2` is the resulting bound on $\sin^2 s$, and `h3` multiplies it by $k$.
- `h4` compares $Kq^2$ with $4k(s^2-s^4/2)$, using $ks^3(2-s)\ge0$.

The final `linarith` combines these; the strict sign comes from `h3`.

In `stable_iff`, necessity is by contradiction: if $k$ exceeded the threshold, `exists_unstable` would supply a wavevector that violates the assumed nonnegativity. Sufficiency squares the sine inequality and splits on the sign of $k$, as in the derivation. `missed_instability` joins the mesh identity to the negative value from `exists_unstable`, and obtains nonnegativity on the mesh from $K>0$ and $\cos q\le1$.
